# The Dyck-path state on 2n sites has Schmidt rank ⌊n/2⌋ + 1 at its middle cut

A matrix product state (MPS) is built from matrices whose size is the bond dimension $D$. Suppose the target is the equal superposition of all balanced bracket words on a chain of $2n$ two-level sites. Then an open MPS with $D<\lfloor n/2\rfloor+1$ cannot represent it exactly, however its matrices are chosen.

The reason lies at the middle bond. A certain number of brackets opened in the left half, possibly zero, are still unclosed there, and the right half must close exactly that many. Each possible number of unclosed brackets gives one Schmidt term, and there is one more possible number each time $n$ grows by 2.

## Words, balance and amplitudes

```lean
import Mathlib

open Matrix
open scoped Classical

namespace DyckPathState

noncomputable section
```

A basis state of the chain is a word, written in Lean as a `List Bool`: `true` is an opening bracket (say, spin up) and `false` a closing one (spin down). Below, $\#_{(}(w)$ and $\#_{)}(w)$ stand for `w.count true` and `w.count false`.

```lean
/-- No prefix of the word has more closing (`false`) than opening (`true`) brackets. -/
def PrefixGood (w : List Bool) : Prop :=
  ∀ p, p <+: w → p.count false ≤ p.count true
```

The symbol `<+:` means "is a prefix of". The definition says that $\#_{)}(p)\le\#_{(}(p)$ for every prefix $p$ of $w$. Read as a walk with steps $\pm1$, the word never goes below its starting height.

```lean
/-- No suffix of the word has more opening than closing brackets. -/
def SuffixGood (w : List Bool) : Prop :=
  ∀ s, s <:+ w → s.count true ≤ s.count false
```

This is the mirror condition for the right half: every suffix $s$ satisfies $\#_{(}(s)\le\#_{)}(s)$.

```lean
/-- A balanced bracket word: all prefixes are good and the totals agree. -/
def IsBalanced (w : List Bool) : Prop :=
  PrefixGood w ∧ w.count false = w.count true
```

A balanced word has good prefixes and equal totals, so it is a Dyck path from height 0 back to height 0.

```lean
/-- The amplitude of the (unnormalised) Dyck-path state: 1 on balanced words, 0 otherwise. -/
def amplitude (w : List Bool) : ℂ := if IsBalanced w then 1 else 0
```

The amplitude $\psi(w)$ is 1 on balanced words and 0 otherwise. The vector is unnormalised. On $2n$ sites its squared norm is the number of balanced words, the Catalan number $C_n=\frac{1}{n+1}\binom{2n}{n}$, so the normalised amplitudes are $1/\sqrt{C_n}$. This factor changes no rank.

```lean
/-- The amplitude matrix for a cut into a left block of `a` and a right block of `b` sites. -/
def cutMatrix (a b : ℕ) : Matrix (List.Vector Bool a) (List.Vector Bool b) ℂ :=
  Matrix.of fun u v => amplitude (u.1 ++ v.1)
```

A `List.Vector Bool a` is a word packaged with a proof that its length is $a$, and `u.1` is the word itself. The amplitude matrix is $M_{uv}=\psi(uv)$, with left words as rows and right words as columns. Its rank is the Schmidt rank across the cut.

## Bond states labelled by unclosed brackets

```lean
/-- Left bond vectors: label `k` selects good left words with `min a b - 2k` unclosed brackets. -/
def leftBond (a b : ℕ) : Matrix (List.Vector Bool a) (Fin (min a b / 2 + 1)) ℂ :=
  Matrix.of fun u k =>
    if PrefixGood u.1 ∧ 2 * u.1.count false + min a b = 2 * (k : ℕ) + a then 1 else 0
```

Write $m=\min(a,b)$. Natural-number division in Lean rounds down, so $k$ runs from 0 to $\lfloor m/2\rfloor$. Since $\#_{(}(u)=a-\#_{)}(u)$, the equation in the definition says
$$\#_{(}(u)-\#_{)}(u)=a-2\,\#_{)}(u)=m-2k .$$
The label therefore runs against the height: $k=0$ is the largest number of unclosed brackets.

```lean
/-- Right bond vectors: label `k` selects right words with good suffixes and `min a b - 2k` more
closing than opening brackets. -/
def rightBond (a b : ℕ) : Matrix (Fin (min a b / 2 + 1)) (List.Vector Bool b) ℂ :=
  Matrix.of fun k v =>
    if SuffixGood v.1 ∧ 2 * v.1.count true + min a b = 2 * (k : ℕ) + b then 1 else 0
```

Likewise, $R_{kv}=1$ when $v$ has good suffixes and closes $m-2k$ more brackets than it opens.

```lean
/-- Opening and closing brackets together make up the length of a word. -/
theorem count_sum (w : List Bool) : w.count true + w.count false = w.length := by
  induction w with
  | nil => rfl
  | cons s w ih => cases s <;> simp <;> omega
```

This is $\#_{(}(w)+\#_{)}(w)=|w|$, proved by induction on the word. The tactic `omega`, which settles linear arithmetic over integers and natural numbers, finishes the step.

```lean
/-- A joined word is balanced exactly when the left part has good prefixes, the right part has
good suffixes, and the totals agree. -/
theorem isBalanced_append {u v : List Bool} : IsBalanced (u ++ v) ↔
    PrefixGood u ∧ SuffixGood v ∧
      u.count false + v.count false = u.count true + v.count true := by
  constructor
  · rintro ⟨hp, ht⟩
    simp only [List.count_append] at ht
    refine ⟨fun p h => hp p (h.trans (List.prefix_append u v)), ?_, ht⟩
    rintro s ⟨t, rfl⟩
    have h := hp (u ++ t) ⟨s, List.append_assoc u t s⟩
    simp only [List.count_append] at h ht
    omega
  · rintro ⟨hu, hv, ht⟩
    refine ⟨?_, by simp only [List.count_append]; exact ht⟩
    rintro p ⟨s, hs⟩
    rcases List.append_eq_append_iff.1 hs with ⟨c, h1, -⟩ | ⟨c, h1, h2⟩
    · exact hu p ⟨c, h1.symm⟩
    · have h := hv s ⟨c, h2.symm⟩
      subst h1 h2
      simp only [List.count_append] at ht ⊢
      omega
```

Balance of $uv$ splits into a condition on $u$, a condition on $v$ and one equation linking them.

Suppose $uv$ is balanced. Prefixes of $u$ are prefixes of $uv$, hence good. If $v=ts$, then $ut$ is a prefix of $uv$ and has at least as many opening as closing brackets. The totals agree, so the remainder $s$ has at most as many opening as closing brackets.

Conversely, a prefix of $uv$ either lies within $u$, and is good, or has the form $uc$ with $v=cs$. In the second case $s$ is a good suffix, and equal totals make $uc$ good. The call to `List.append_eq_append_iff` produces these two cases.

```lean
/-- A single peak of `x` opening then `y` closing brackets has good prefixes if `y ≤ x`, and
good suffixes if `x ≤ y`. -/
theorem peak_good {x y : ℕ} :
    (y ≤ x → PrefixGood (List.replicate x true ++ List.replicate y false)) ∧
    (x ≤ y → SuffixGood (List.replicate x true ++ List.replicate y false)) := by
  have c1 : ∀ n, (List.replicate n true).count false = 0 := by simp [List.count_replicate]
  have c2 : ∀ n, (List.replicate n false).count true = 0 := by simp [List.count_replicate]
  constructor
  · rintro h p ⟨s, hs⟩
    rcases List.append_eq_append_iff.1 hs with ⟨c, h1, -⟩ | ⟨c, h1, h2⟩
    · have e := congrArg (List.count false) h1
      simp only [List.count_append, c1] at e
      omega
    · have e := congrArg (List.count false) h2
      rw [h1]
      simp only [List.count_append, List.count_replicate_self, c1] at e ⊢
      omega
  · rintro h s ⟨t, hs⟩
    rcases List.append_eq_append_iff.1 hs with ⟨c, h1, h2⟩ | ⟨c, -, h2⟩
    · have e := congrArg (List.count true) h1
      rw [h2]
      simp only [List.count_append, List.count_replicate_self, c2] at e ⊢
      omega
    · have e := congrArg (List.count true) h2
      simp only [List.count_append, c2] at e
      omega
```

The word $(^x\,)^y$ is a single peak. A prefix contains either no closing brackets, or all $x$ opening and at most $y$ closing ones, so $y\le x$ suffices. The suffix claim follows in the same way from $x\le y$. Again the two cases record where the word is cut.

```lean
/-- The amplitude matrix factorises through `min a b / 2 + 1` bond states. -/
theorem cutMatrix_eq_mul (a b : ℕ) : cutMatrix a b = leftBond a b * rightBond a b := by
  ext u v
  have hu : u.1.length = a := u.2
  have hv : v.1.length = b := v.2
  have cu := count_sum u.1
  have cv := count_sum v.1
  rw [Matrix.mul_apply]
  simp only [cutMatrix, leftBond, rightBond, Matrix.of_apply, amplitude]
  by_cases h : IsBalanced (u.1 ++ v.1)
  · obtain ⟨hp, hs, ht⟩ := isBalanced_append.1 h
    have h1 := hp _ (List.prefix_refl _)
    -- the number of unclosed brackets at the cut fixes the bond label
    obtain ⟨k, hk, e1, e2⟩ : ∃ k, k < min a b / 2 + 1 ∧
        2 * u.1.count false + min a b = 2 * k + a ∧
        2 * v.1.count true + min a b = 2 * k + b :=
      ⟨(2 * u.1.count false + min a b - a) / 2, by omega, by omega, by omega⟩
    rw [if_pos h, Finset.sum_eq_single ⟨k, hk⟩]
    · rw [if_pos ⟨hp, e1⟩, if_pos ⟨hs, e2⟩, one_mul]
    · intro l _ hl
      rw [if_neg, zero_mul]
      rintro ⟨-, e3⟩
      exact hl (Fin.ext (show (l : ℕ) = k by omega))
    · intro hn
      exact absurd (Finset.mem_univ _) hn
  · rw [if_neg h]
    symm
    apply Finset.sum_eq_zero
    intro k _
    split_ifs with h1 h2 <;> simp
    obtain ⟨hp, e1⟩ := h1
    obtain ⟨hs, e2⟩ := h2
    exact h (isBalanced_append.2 ⟨hp, hs, by omega⟩)
```

The claim is $M_{uv}=\sum_k L_{uk}R_{kv}$, where $L$ and $R$ are `leftBond` and `rightBond`.

Let $uv$ be balanced, with $q=\#_{(}(u)-\#_{)}(u)$ brackets unclosed at the cut. Then:

- $q\ge0$, because $u$ is a prefix of itself.
- $q\le a$, and since $v$ closes all $q$ brackets, also $q\le b$. Hence $q\le m$.
- $q$ has the parity of both $a$ and $b$, so $m-q$ is even.

Thus $k=(m-q)/2$ is an allowed label, and the only one for which both factors are 1. The sum equals 1; `Finset.sum_eq_single` isolates this term.

If $uv$ is not balanced, no label can make both factors 1, because the preceding splitting result would then make $uv$ balanced. Every term vanishes.

## The exact rank

```lean
/-- For an even number of sites, the Dyck-path state cut into blocks of `a` and `b` sites has
an amplitude matrix of rank exactly `⌊min(a,b)/2⌋ + 1`. -/
theorem rank_cutMatrix (a b : ℕ) (hab : Even (a + b)) :
    (cutMatrix a b).rank = min a b / 2 + 1 := by
  apply le_antisymm
  · rw [cutMatrix_eq_mul]
    exact (Matrix.rank_mul_le_left _ _).trans
      ((Matrix.rank_le_card_width _).trans (by simp))
  · obtain ⟨c, hc⟩ := hab
    have c1 : ∀ n, (List.replicate n true).count false = 0 := by simp [List.count_replicate]
    have c2 : ∀ n, (List.replicate n false).count true = 0 := by simp [List.count_replicate]
    -- one single-peak half-word on each side for every bond label
    let f : Fin (min a b / 2 + 1) → List.Vector Bool a := fun k =>
      ⟨List.replicate (a - (k + (a - min a b) / 2)) true ++
        List.replicate (k + (a - min a b) / 2) false, by
          have := k.2
          simp only [List.length_append, List.length_replicate]; omega⟩
    let g : Fin (min a b / 2 + 1) → List.Vector Bool b := fun k =>
      ⟨List.replicate (k + (b - min a b) / 2) true ++
        List.replicate (b - (k + (b - min a b) / 2)) false, by
          have := k.2
          simp only [List.length_append, List.length_replicate]; omega⟩
    have hM : ∀ k l, cutMatrix a b (f k) (g l) =
        (1 : Matrix (Fin (min a b / 2 + 1)) (Fin (min a b / 2 + 1)) ℂ) k l := by
      intro k l
      have hk := k.2
      have hl := l.2
      rw [Matrix.one_apply]
      refine if_congr (isBalanced_append.trans ⟨?_, ?_⟩) rfl rfl
      · rintro ⟨-, -, h⟩
        simp only [f, g, List.count_append, List.count_replicate_self, c1, c2] at h
        apply Fin.ext
        omega
      · rintro rfl
        refine ⟨peak_good.1 (by omega), peak_good.2 (by omega), ?_⟩
        simp only [f, g, List.count_append, List.count_replicate_self, c1, c2]
        omega
    have e : (Matrix.of fun k u => if u = f k then (1 : ℂ) else 0) * cutMatrix a b *
        (Matrix.of fun v l => if v = g l then (1 : ℂ) else 0) = 1 := by
      ext k l
      rw [← hM k l]
      simp [Matrix.mul_apply]
    have r : (1 : Matrix (Fin (min a b / 2 + 1)) (Fin (min a b / 2 + 1)) ℂ).rank
        = min a b / 2 + 1 := by rw [Matrix.rank_one, Fintype.card_fin]
    rw [← e] at r
    exact r.ge.trans ((Matrix.rank_mul_le_left _ _).trans (Matrix.rank_mul_le_right _ _))
```

For $a+b$ even, $\operatorname{rank}M=\lfloor m/2\rfloor+1$. For odd $a+b$ there are no balanced words, so the rank is 0 and the formula fails.

The upper bound follows from $M=LR$: the rank is at most the number of columns of $L$.

For the lower bound, choose one single-peak word on each side for every label:
$$f_k=(^{\,a-x}\,)^{x},\quad x=k+\tfrac{a-m}{2},\qquad g_l=(^{\,y}\,)^{b-y},\quad y=l+\tfrac{b-m}{2}.$$
The word $f_k$ leaves $a-2x=m-2k$ brackets open, and $g_l$ closes $b-2y=m-2l$. Both satisfy their goodness conditions, so $f_kg_l$ is balanced exactly when $k=l$. This is `hM`: $M_{f_k,g_l}=\delta_{kl}$.

Selecting these rows and columns amounts to multiplying by 0–1 matrices $P$ and $Q$, with $PMQ=\mathbb 1$, which is the statement `e`. Multiplication cannot raise the rank, so
$$\lfloor m/2\rfloor+1=\operatorname{rank}(PMQ)\le\operatorname{rank}M .$$

```lean
/-- At the middle cut of `2n` sites the rank is exactly `⌊n/2⌋ + 1`. -/
theorem rank_middle_cut (n : ℕ) : (cutMatrix n n).rank = n / 2 + 1 := by
  rw [rank_cutMatrix n n ⟨n, rfl⟩, min_self]
```

Setting $a=b=n$ gives $\lfloor n/2\rfloor+1$ at the middle cut.

**Eight sites.** Take $n=4$. The left halves that occur are

- 4 unclosed: `((((`
- 2 unclosed: `((()`, `(()(`, `()((`
- 0 unclosed: `(())`, `()()`

The right halves are their mirror images. The nonzero part of the $16\times16$ matrix therefore consists of all-ones blocks of sizes 1, 3 and 2, and the rank is $3=4/2+1$. There are $1+9+4=14=C_4$ balanced words. The nonzero singular values are 1, 3 and 2, so the normalised Schmidt coefficients are $1/\sqrt{14}$, $3/\sqrt{14}$ and $2/\sqrt{14}$.

**Smallest chains.** For $n=0$ the only word is empty and the matrix is the number 1. For $n=1$ the only balanced word is `()`, a product state. Both have rank 1; a second Schmidt term first appears at $n=2$.

## What this demands of a matrix product state

```lean
/-- The ordered product of site matrices along a word whose first letter sits on site `i`. -/
def mpsProd {D : ℕ} (A : ℕ → Bool → Matrix (Fin D) (Fin D) ℂ) :
    ℕ → List Bool → Matrix (Fin D) (Fin D) ℂ
  | _, [] => 1
  | i, s :: w => A i s * mpsProd A (i + 1) w
```

Each site $i$, counted from 0, carries two $D\times D$ matrices $A^{(i)}_s$, one per letter $s$. For a word $s_0s_1\cdots$ starting on site $i$, the function returns $A^{(i)}_{s_0}A^{(i+1)}_{s_1}\cdots$, and the identity for the empty word.

```lean
/-- The amplitude of an open matrix product state with boundary vectors `l` and `r`. -/
def mpsAmplitude {D : ℕ} (A : ℕ → Bool → Matrix (Fin D) (Fin D) ℂ) (l r : Fin D → ℂ)
    (w : List Bool) : ℂ := l ⬝ᵥ (mpsProd A 0 w *ᵥ r)
```

With boundary vectors $l$ and $r$, the amplitude is $l^{T}A^{(0)}_{s_0}A^{(1)}_{s_1}\cdots r$. The letter `l` now names a vector, whereas in the rank proof it was a bond label. The product `⬝ᵥ` involves no complex conjugation.

```lean
/-- Every open matrix product state that reproduces the `2n`-site Dyck-path state has bond
dimension at least `⌊n/2⌋ + 1`. -/
theorem bond_dimension_ge {D : ℕ} (n : ℕ) (A : ℕ → Bool → Matrix (Fin D) (Fin D) ℂ)
    (l r : Fin D → ℂ)
    (h : ∀ w : List Bool, w.length = 2 * n → mpsAmplitude A l r w = amplitude w) :
    n / 2 + 1 ≤ D := by
  have happ : ∀ (u v : List Bool) (i : ℕ),
      mpsProd A i (u ++ v) = mpsProd A i u * mpsProd A (i + u.length) v := by
    intro u v
    induction u with
    | nil => intro i; simp [mpsProd]
    | cons s u ih =>
      intro i
      have e : i + (s :: u).length = i + 1 + u.length := by
        rw [List.length_cons]; omega
      rw [e, List.cons_append, mpsProd, mpsProd, ih, Matrix.mul_assoc]
  -- cutting the middle bond factorises the amplitude matrix through dimension D
  have e : cutMatrix n n = (Matrix.of fun u k => (l ᵥ* mpsProd A 0 u.1) k) *
      (Matrix.of fun k v => (mpsProd A n v.1 *ᵥ r) k) := by
    ext u v
    have hu : u.1.length = n := u.2
    have hv : v.1.length = n := v.2
    change amplitude (u.1 ++ v.1) = (l ᵥ* mpsProd A 0 u.1) ⬝ᵥ (mpsProd A n v.1 *ᵥ r)
    rw [← h _ (by rw [List.length_append]; omega), mpsAmplitude, happ, zero_add, hu,
      ← Matrix.mulVec_mulVec]
    exact Matrix.dotProduct_mulVec _ _ _
  rw [← rank_middle_cut n, e]
  exact (Matrix.rank_mul_le_left _ _).trans
    ((Matrix.rank_le_card_width _).trans (by simp))

end

end DyckPathState
```

The hypothesis `h` says that the MPS gives the right amplitude on every word of length $2n$. The conclusion is $D\ge\lfloor n/2\rfloor+1$. An MPS for the normalised state is included after multiplying $r$ by $\sqrt{C_n}$.

By hand, write $A_u$ for the product over the first $n$ sites and $B_v$ for that over the last $n$. Then
$$M_{uv}=l^{T}A_uB_v\,r=\sum_{k=1}^{D}(l^{T}A_u)_k\,(B_v r)_k .$$
So $M$ factorises through $D$ bond states and $\operatorname{rank}M\le D$. The rank is already known, and the bound follows. In Lean, `happ` splits the product at the cut by induction on the left word, keeping track of the site number. The statement `e` is the displayed factorisation, with the $D$ labels numbered from 0.

For simulation practice, this is a lower limit on the bond dimension for one specific family of finite chains, under exact reproduction of the state. An MPS that only approximates the state may have a smaller $D$, and the theorem does not say how large its error must be. Nor does it supply an MPS that reaches the limit.

```lean
#print axioms DyckPathState.rank_cutMatrix
#print axioms DyckPathState.bond_dimension_ge
```

```
'DyckPathState.rank_cutMatrix' depends on axioms: [propext, Classical.choice, Quot.sound]
'DyckPathState.bond_dimension_ge' depends on axioms: [propext, Classical.choice, Quot.sound]
```
